# Populations that start nonnegative stay nonnegative in a finite rate process with loss from every state

The populations of finitely many states evolve under a constant real rate matrix `T`, whose transfer rates between distinct states are nonnegative and whose column sums are all strictly negative, so that every state loses probability from the system. The theorem `population_nonneg` states that if the initial populations `p` are nonnegative, then so is every entry of exp(tT)p for each t ≥ 0; `p` need not sum to one. The proof adds a multiple of the identity to tT to get a matrix `B` with no negative entries, so that the powers of `B`, and hence its exponential, have none either. It then has to show that exp(tT) is exp(B) times a positive number, and this is the step that fails.

Lean 4 with Mathlib refuses this proof:

```lean
import Mathlib

open Matrix MeasureTheory Filter Topology
open scoped Matrix.Norms.Operator

namespace AbsorbingProcess

noncomputable section

variable {n : Type*} [Fintype n] [DecidableEq n]

/-- The rate at which probability leaves the system from state `j`: minus the column sum. -/
def exitRate (T : Matrix n n ℝ) (j : n) : ℝ := -∑ i, T i j

/-- A generator with nonnegative transfer rates between distinct states and a strictly
positive exit rate from every state. -/
structure IsAbsorbing (T : Matrix n n ℝ) : Prop where
  transfer_nonneg : ∀ i j, i ≠ j → 0 ≤ T i j
  exit_pos : ∀ j, 0 < exitRate T j

/-- The populations at time `t` that evolve from the initial populations `p`. -/
def population (T : Matrix n n ℝ) (p : n → ℝ) (t : ℝ) : n → ℝ :=
  NormedSpace.exp (t • T) *ᵥ p

/-- Nonnegative initial populations stay nonnegative in an absorbing process. -/
theorem population_nonneg {T : Matrix n n ℝ} (hT : IsAbsorbing T) {p : n → ℝ}
    (hp : ∀ i, 0 ≤ p i) {t : ℝ} (ht : 0 ≤ t) (i : n) : 0 ≤ population T p t i := by
  -- shift the generator so that all its entries become nonnegative
  let k : ℝ := ∑ j, |T j j|
  let B : Matrix n n ℝ := t • T + (t * k) • (1 : Matrix n n ℝ)
  have hB : ∀ a b, 0 ≤ B a b := by
    intro a b
    by_cases hab : a = b
    · subst hab
      have h1 : |T a a| ≤ k :=
        Finset.single_le_sum (f := fun j => |T j j|) (fun j _ => abs_nonneg _)
          (Finset.mem_univ a)
      have h2 : 0 ≤ t * (T a a + k) := mul_nonneg ht (by linarith [neg_abs_le (T a a)])
      have h3 : B a a = t * (T a a + k) := by simp [B]; ring
      rw [h3]; exact h2
    · have h3 : B a b = t * T a b := by simp [B, hab]
      rw [h3]; exact mul_nonneg ht (hT.transfer_nonneg a b hab)
  have hpow : ∀ (m : ℕ) a b, 0 ≤ (B ^ m) a b := by
    intro m
    induction m with
    | zero => intro a b; rw [pow_zero, Matrix.one_apply]; split_ifs <;> norm_num
    | succ m ih =>
      intro a b
      rw [pow_succ, Matrix.mul_apply]
      exact Finset.sum_nonneg fun c _ => mul_nonneg (ih a c) (hB c b)
  -- every term of the exponential series is nonnegative
  have hexp : ∀ a b, 0 ≤ (NormedSpace.exp B) a b := by
    intro a b
    have h := (NormedSpace.exp_series_hasSum_exp' (𝕂 := ℝ) B).map
      (Matrix.entryAddMonoidHom ℝ a b) (continuous_id.matrix_elem a b)
    exact h.nonneg fun m => mul_nonneg (by positivity) (hpow m a b)
  have hs := NormedSpace.algebraMap_exp_comm (𝔸 := Matrix n n ℝ) (-(t * k))
  simp only [Algebra.algebraMap_eq_smul_one, ← Real.exp_eq_exp_ℝ] at hs
  have hsplit : t • T = (-(t * k)) • (1 : Matrix n n ℝ) + B := by simp only [B]; module
  have hfac : NormedSpace.exp (t • T) = Real.exp (-(t * k)) • NormedSpace.exp B := by
    rw [hsplit, Matrix.exp_add_of_commute _ _ ((Commute.one_left B).smul_left _), ← hs,
      smul_mul_assoc, one_mul]
  rw [population, hfac]
  exact Finset.sum_nonneg fun j _ =>
    mul_nonneg (mul_nonneg (Real.exp_pos _).le (hexp i j)) (hp j)

end

end AbsorbingProcess
```

The error:

```
Main.lean:61:82: error: Tactic `rewrite` failed: Did not find an occurrence of the pattern
  NormedSpace.exp (-(t * k) • 1)
in the target expression
  NormedSpace.exp (-(t * k) • 1) * NormedSpace.exp B = Real.exp (-(t * k)) • NormedSpace.exp B

n : Type u_1
inst✝¹ : Fintype n
inst✝ : DecidableEq n
T : Matrix n n ℝ
hT : IsAbsorbing T
p : n → ℝ
hp : ∀ (i : n), 0 ≤ p i
t : ℝ
ht : 0 ≤ t
i : n
k : ℝ := ∑ j, |T j j|
B : Matrix n n ℝ := t • T + (t * k) • 1
hB : ∀ (a b : n), 0 ≤ B a b
hpow : ∀ (m : ℕ) (a b : n), 0 ≤ (B ^ m) a b
hexp : ∀ (a b : n), 0 ≤ NormedSpace.exp B a b
hs : Real.exp (-(t * k)) • 1 = NormedSpace.exp (-(t * k) • 1)
hsplit : t • T = -(t * k) • 1 + B
⊢ NormedSpace.exp (-(t * k) • 1) * NormedSpace.exp B = Real.exp (-(t * k)) • NormedSpace.exp B
```

What went wrong. The one error is at `← hs`, which should turn the exponential of a multiple of the identity matrix into a real exponential times the identity. The pattern Lean looks for and the term in the goal are printed identically, so they must differ in arguments that are not printed. `hs` comes from a lemma about general normed algebras, and the term in the goal from the matrix lemma `Matrix.exp_add_of_commute`, so the two can carry different instances, for example of the topology on matrices. `rw` unfolds very little when it searches for a pattern, and it found no match.

The repair uses `hs` without a search. `congrArg` multiplies both sides of `hs.symm` by `NormedSpace.exp B`, and `exact` accepts the result because it may unfold definitions to see that the two forms agree. `h2` proves the remaining equality, with the same `smul_mul_assoc` and `one_mul` that the old `rw` never reached. Applying `Matrix.exp_add_of_commute` through `refine` and `.trans` is mere tidying, since that rewrite had already worked.

Lean accepts the file once it reads:

```diff
@@ -59,6 +59,9 @@
   have hsplit : t • T = (-(t * k)) • (1 : Matrix n n ℝ) + B := by simp only [B]; module
   have hfac : NormedSpace.exp (t • T) = Real.exp (-(t * k)) • NormedSpace.exp B := by
-    rw [hsplit, Matrix.exp_add_of_commute _ _ ((Commute.one_left B).smul_left _), ← hs,
-      smul_mul_assoc, one_mul]
+    have h2 : (Real.exp (-(t * k)) • (1 : Matrix n n ℝ)) * NormedSpace.exp B =
+        Real.exp (-(t * k)) • NormedSpace.exp B := by rw [smul_mul_assoc, one_mul]
+    rw [hsplit]
+    refine (Matrix.exp_add_of_commute _ _ ((Commute.one_left B).smul_left _)).trans ?_
+    exact (congrArg (fun M => M * NormedSpace.exp B) hs.symm).trans h2
   rw [population, hfac]
   exact Finset.sum_nonneg fun j _ =>
```
